# An error bound for core-valence separation when the valence block lies below the eigenvalue

## Blocks, norms and the energy gap

Let $E$ be the space of core excitations, a finite-dimensional complex inner product space, and $F$ the space of valence excitations, a complex Hilbert space. The Hamiltonian acts on pairs $(x,y)$ with $x\in E$ and $y\in F$:

$$H=\begin{pmatrix}A&V\\V^\dagger&B\end{pmatrix},\qquad H(x,y)=(Ax+Vy,\;V^\dagger x+By).$$

The core block $A$ is Hermitian, and $V$ maps valence to core. The norm $\|V\|$ is the operator norm, which for a matrix in orthonormal bases is the largest singular value. Inner products are conjugate-linear in the first slot.

The real number $b$ bounds the valence block from above: $\mathrm{Re}\langle z,Bz\rangle\le b\|z\|^2$ for all $z\in F$. The pair $(x,y)\neq(0,0)$ is an eigenvector of $H$ with real eigenvalue $l>b$. This condition stands for energetic separation: the state lies above everything that the valence block can reach by itself.

## Bounds on amplitude, energy and weight

Under these hypotheses $x\neq0$, and

$$\|y\|\le\frac{\|V\|\,\|x\|}{l-b},\qquad |a-l|\le\frac{\|V\|^2}{l-b}\ \text{ for some eigenvalue } a \text{ of } A.$$

The valence share of the normalised state obeys

$$\frac{\|y\|^2}{\|x\|^2+\|y\|^2}\le\frac{\|V\|^2}{\|V\|^2+(l-b)^2}.$$

## Where an X-ray code drops the coupling

In the model treated here, core-valence separation means diagonalising $A$ alone and taking its eigenvalues as core-excitation energies. For a Hermitian Bethe-Salpeter problem in the Tamm-Dancoff approximation, the bound limits the energy error of neglecting $V$, provided that the whole valence block lies below the coupled eigenvalue.

That proviso needs checking. A large basis can contain valence excitations into high-lying orbitals with energies above $l$, and then no suitable $b$ exists for that state. The gap also contains $l$, an eigenvalue of the coupled problem, so the bound applies most directly when a coupled reference calculation is available.

## From the two rows to the bounds

The eigenvalue equation has a core row and a valence row:

$$Ax+Vy=lx,\qquad V^\dagger x+By=ly.$$

Take the inner product of the valence row with $y$. Since $\langle y,V^\dagger x\rangle=\langle Vy,x\rangle$, the real part gives

$$l\|y\|^2=\mathrm{Re}\langle Vy,x\rangle+\mathrm{Re}\langle y,By\rangle\le\mathrm{Re}\langle Vy,x\rangle+b\|y\|^2.$$

Cauchy-Schwarz then yields

$$(l-b)\|y\|^2\le\mathrm{Re}\langle Vy,x\rangle\le\|V\|\,\|y\|\,\|x\|.$$

If $y\ne0$, division by $(l-b)\|y\|$ gives the amplitude bound; if $y=0$, it is immediate. If $x$ were zero, the bound would force $y=0$ as well, which an eigenvector excludes.

The core row says that $x$ solves the core-only problem up to the residual $r=Ax-lx=-Vy$. Hence

$$\|r\|\le\|V\|\,\|y\|\le\delta\|x\|,\qquad \delta=\frac{\|V\|^2}{l-b}.$$

Let $e_i$ be an orthonormal eigenbasis of $A$ with eigenvalues $a_i$. Then $\langle e_i,r\rangle=(a_i-l)\langle e_i,x\rangle$, so

$$\|r\|^2=\sum_i(a_i-l)^2|\langle e_i,x\rangle|^2.$$

If every $|a_i-l|$ exceeded $\delta$, the sum would exceed $\delta^2\|x\|^2$, because $x\ne0$. This contradicts the residual bound, so some $a_i$ lies within $\delta$ of $l$.

For the weight, square the amplitude bound to get $(l-b)^2\|y\|^2\le\|V\|^2\|x\|^2$, add $\|V\|^2\|y\|^2$ to both sides and divide.

The inner product of the core row with $x$ gives a direction:

$$\mathrm{Re}\langle x,Ax\rangle=l\|x\|^2-\mathrm{Re}\langle x,Vy\rangle\le l\|x\|^2-(l-b)\|y\|^2.$$

The core expectation value of the normalised $x$ therefore lies below $l$ by at least $(l-b)\|y\|^2/\|x\|^2$. With several core levels, this inequality alone does not tell on which side of $l$ the nearby eigenvalue $a$ lies.

Two levels attain the amplitude and energy bounds. For a gap $g=l-b>0$ and a real coupling $v$, put the valence level at $b$ and the core level at $b+g-v^2/g$. The vector $(g,v)$, or $(g,v)/\sqrt{g^2+v^2}$ when normalised, has eigenvalue $b+g$:

$$(b+g-v^2/g)\,g+v^2=(b+g)\,g,\qquad vg+bv=(b+g)\,v.$$

Here $\|y\|/\|x\|=|v|/g$, and the core level is off by exactly $v^2/g$.

## The bounds in Lean

```lean
import Mathlib

open Module.End

namespace CoreValenceSeparation

noncomputable section

variable {E F : Type*} [NormedAddCommGroup E] [InnerProductSpace ℂ E] [CompleteSpace E]
  [NormedAddCommGroup F] [InnerProductSpace ℂ F] [CompleteSpace F]

/-- The Hamiltonian with core block `A`, valence block `B` and coupling `V` from valence to core:
it sends `(x, y)` to `(A x + V y, V† x + B y)`. -/
def blockHamiltonian (A : Module.End ℂ E) (B : Module.End ℂ F) (V : F →L[ℂ] E) :
    Module.End ℂ (E × F) :=
  (A.coprod V.toLinearMap).prod ((ContinuousLinearMap.adjoint V).toLinearMap.coprod B)

variable {A : Module.End ℂ E} {B : Module.End ℂ F} {V : F →L[ℂ] E} {b l : ℝ} {x : E} {y : F}

/-- If the valence block has expectation values at most `b`, then in an eigenvector `(x, y)` with
real eigenvalue `l` the coupling energy `Re ⟨V y, x⟩` is at least `(l - b) ‖y‖²`. -/
theorem coupling_energy_lower_bound (hB : ∀ z, (inner ℂ z (B z)).re ≤ b * ‖z‖ ^ 2)
    (h : HasEigenvector (blockHamiltonian A B V) (l : ℂ) (x, y)) :
    (l - b) * ‖y‖ ^ 2 ≤ (inner ℂ (V y) x).re := by
  -- the valence row of the eigenvalue equation, projected on `y`
  have row : ContinuousLinearMap.adjoint V x + B y = (l : ℂ) • y :=
    congrArg Prod.snd h.apply_eq_smul
  have hn : (inner ℂ y y).re = ‖y‖ ^ 2 := inner_self_eq_norm_sq (𝕜 := ℂ) y
  have key := congrArg (fun z => (inner ℂ y z).re) row
  simp only [inner_add_right, inner_smul_right, ContinuousLinearMap.adjoint_inner_right,
    Complex.add_re, Complex.re_ofReal_mul, hn] at key
  linarith [hB y]

/-- For an eigenvalue `l` above the bound `b` of the valence block, the valence amplitude is at
most `‖V‖ ‖x‖ / (l - b)`. -/
theorem valence_amplitude_le (hB : ∀ z, (inner ℂ z (B z)).re ≤ b * ‖z‖ ^ 2) (hl : b < l)
    (h : HasEigenvector (blockHamiltonian A B V) (l : ℂ) (x, y)) :
    ‖y‖ ≤ ‖V‖ * ‖x‖ / (l - b) := by
  have h1 := coupling_energy_lower_bound hB h
  have h2 : (inner ℂ (V y) x).re ≤ ‖V‖ * ‖y‖ * ‖x‖ :=
    calc (inner ℂ (V y) x).re ≤ ‖inner ℂ (V y) x‖ := Complex.re_le_norm _
      _ ≤ ‖V y‖ * ‖x‖ := norm_inner_le_norm _ _
      _ ≤ ‖V‖ * ‖y‖ * ‖x‖ := by gcongr; exact V.le_opNorm y
  rw [le_div_iff₀ (sub_pos.mpr hl)]
  rcases (norm_nonneg y).eq_or_lt with h0 | h0
  · rw [← h0, zero_mul]
    positivity
  · -- cancel one factor `‖y‖`
    refine le_of_mul_le_mul_right ?_ h0
    nlinarith

/-- An eigenvector whose eigenvalue lies above the bound `b` of the valence block has a nonzero
core component. -/
theorem core_component_ne_zero (hB : ∀ z, (inner ℂ z (B z)).re ≤ b * ‖z‖ ^ 2) (hl : b < l)
    (h : HasEigenvector (blockHamiltonian A B V) (l : ℂ) (x, y)) : x ≠ 0 := by
  intro hx
  have hy := valence_amplitude_le hB hl h
  rw [hx, norm_zero, mul_zero, zero_div] at hy
  have hy0 : y = 0 := norm_le_zero_iff.mp hy
  exact h.2 (Prod.ext hx hy0)

omit [CompleteSpace E] in
/-- On a finite-dimensional space, if a nonzero trial state `x` satisfies the eigenvalue equation of
a Hermitian `A` at energy `l` up to a residual of norm at most `δ ‖x‖`, then `A` has an eigenvalue
within `δ` of `l`. -/
theorem exists_eigenvalue_near [FiniteDimensional ℂ E] (hA : A.IsSymmetric) (hx : x ≠ 0) {δ : ℝ}
    (hr : ‖A x - (l : ℂ) • x‖ ≤ δ * ‖x‖) :
    ∃ a : ℝ, HasEigenvalue A (a : ℂ) ∧ |a - l| ≤ δ := by
  obtain ⟨n, e, a, hAe⟩ : ∃ (n : ℕ) (e : OrthonormalBasis (Fin n) ℂ E) (a : Fin n → ℝ),
      ∀ i, A (e i) = (a i : ℂ) • e i :=
    ⟨_, hA.eigenvectorBasis rfl, hA.eigenvalues rfl, fun i => hA.apply_eigenvectorBasis rfl i⟩
  have hxpos : 0 < ‖x‖ := norm_pos_iff.mpr hx
  have hδ : 0 ≤ δ := nonneg_of_mul_nonneg_left ((norm_nonneg _).trans hr) hxpos
  by_contra hcon
  have hfar : ∀ i, δ < |a i - l| := fun i => by
    by_contra hi
    exact hcon ⟨a i, hasEigenvalue_of_hasEigenvector
      ⟨mem_eigenspace_iff.mpr (hAe i), e.orthonormal.ne_zero i⟩, not_lt.mp hi⟩
  have hsq : ∀ i, δ ^ 2 < (a i - l) ^ 2 := fun i => by
    rw [← sq_abs (a i - l)]
    nlinarith [hfar i]
  -- components of the residual in the eigenbasis
  have hc : ∀ i, ‖inner ℂ (e i) (A x - (l : ℂ) • x)‖ ^ 2
      = (a i - l) ^ 2 * ‖inner ℂ (e i) x‖ ^ 2 := fun i => by
    have h1 : inner ℂ (e i) (A x - (l : ℂ) • x) = ((a i - l : ℝ) : ℂ) * inner ℂ (e i) x := by
      rw [inner_sub_right, ← hA (e i) x, hAe i, inner_smul_left, inner_smul_right,
        Complex.conj_ofReal]
      push_cast
      ring
    rw [h1, norm_mul, mul_pow, Complex.norm_real, Real.norm_eq_abs, sq_abs]
  have px := e.sum_sq_norm_inner_right x
  have pr := e.sum_sq_norm_inner_right (A x - (l : ℂ) • x)
  obtain ⟨i, hi⟩ : ∃ i, 0 < ‖inner ℂ (e i) x‖ ^ 2 := by
    by_contra hno
    have h0 := Finset.sum_nonpos (s := Finset.univ)
      (fun i _ => not_lt.mp (fun hi => hno ⟨i, hi⟩) : ∀ i ∈ Finset.univ,
        ‖inner ℂ (e i) x‖ ^ 2 ≤ 0)
    rw [px] at h0
    exact absurd h0 (not_le_of_gt (by positivity))
  have hlt : ∑ i, δ ^ 2 * ‖inner ℂ (e i) x‖ ^ 2
      < ∑ i, (a i - l) ^ 2 * ‖inner ℂ (e i) x‖ ^ 2 :=
    Finset.sum_lt_sum (fun j _ => mul_le_mul_of_nonneg_right (hsq j).le (sq_nonneg _))
      ⟨i, Finset.mem_univ i, mul_lt_mul_of_pos_right (hsq i) hi⟩
  rw [← Finset.mul_sum, px, ← Finset.sum_congr rfl (fun i _ => hc i), pr] at hlt
  have hle := pow_le_pow_left₀ (norm_nonneg _) hr 2
  rw [mul_pow] at hle
  linarith

/-- Error bound for core-valence separation: let the core block be Hermitian on a finite-dimensional
space, the valence block bounded above by `b`, and `(x, y)` an eigenvector with eigenvalue `l > b`.
Then `x` is nonzero, `‖y‖ ≤ ‖V‖ ‖x‖ / (l - b)`, and the core block has an eigenvalue within
`‖V‖² / (l - b)` of `l`. -/
theorem core_valence_separation [FiniteDimensional ℂ E] (hA : A.IsSymmetric)
    (hB : ∀ z, (inner ℂ z (B z)).re ≤ b * ‖z‖ ^ 2) (hl : b < l)
    (h : HasEigenvector (blockHamiltonian A B V) (l : ℂ) (x, y)) :
    x ≠ 0 ∧ ‖y‖ ≤ ‖V‖ * ‖x‖ / (l - b) ∧
      ∃ a : ℝ, HasEigenvalue A (a : ℂ) ∧ |a - l| ≤ ‖V‖ ^ 2 / (l - b) := by
  have hx := core_component_ne_zero hB hl h
  have hy := valence_amplitude_le hB hl h
  refine ⟨hx, hy, exists_eigenvalue_near hA hx ?_⟩
  -- the core row: the residual of `x` is the coupling to the valence part
  have row : A x + V y = (l : ℂ) • x := congrArg Prod.fst h.apply_eq_smul
  have hres : A x - (l : ℂ) • x = -(V y) := by
    rw [← row]
    abel
  calc ‖A x - (l : ℂ) • x‖ = ‖V y‖ := by rw [hres, norm_neg]
    _ ≤ ‖V‖ * ‖y‖ := V.le_opNorm y
    _ ≤ ‖V‖ * (‖V‖ * ‖x‖ / (l - b)) := by gcongr
    _ = ‖V‖ ^ 2 / (l - b) * ‖x‖ := by ring

/-- For an eigenvalue `l` above the bound `b` of the valence block, the valence part carries at
most the fraction `‖V‖² / (‖V‖² + (l - b)²)` of the squared norm of the eigenvector. -/
theorem valence_weight_le (hB : ∀ z, (inner ℂ z (B z)).re ≤ b * ‖z‖ ^ 2) (hl : b < l)
    (h : HasEigenvector (blockHamiltonian A B V) (l : ℂ) (x, y)) :
    ‖y‖ ^ 2 / (‖x‖ ^ 2 + ‖y‖ ^ 2) ≤ ‖V‖ ^ 2 / (‖V‖ ^ 2 + (l - b) ^ 2) := by
  have hg : 0 < l - b := sub_pos.mpr hl
  have hx : 0 < ‖x‖ := norm_pos_iff.mpr (core_component_ne_zero hB hl h)
  have hy := (le_div_iff₀ hg).mp (valence_amplitude_le hB hl h)
  have hsq := pow_le_pow_left₀ (mul_nonneg (norm_nonneg y) hg.le) hy 2
  rw [div_le_div_iff₀ (by positivity) (by positivity)]
  nlinarith

/-- If the valence block is bounded above by `b`, the core energy `Re ⟨x, A x⟩` of an eigenvector
with real eigenvalue `l` lies below `l ‖x‖²` by at least `(l - b) ‖y‖²`. -/
theorem core_energy_le (hB : ∀ z, (inner ℂ z (B z)).re ≤ b * ‖z‖ ^ 2)
    (h : HasEigenvector (blockHamiltonian A B V) (l : ℂ) (x, y)) :
    (inner ℂ x (A x)).re ≤ l * ‖x‖ ^ 2 - (l - b) * ‖y‖ ^ 2 := by
  have row : A x + V y = (l : ℂ) • x := congrArg Prod.fst h.apply_eq_smul
  have hn : (inner ℂ x x).re = ‖x‖ ^ 2 := inner_self_eq_norm_sq (𝕜 := ℂ) x
  have hs : (inner ℂ x (V y)).re = (inner ℂ (V y) x).re := by
    rw [← inner_conj_symm, Complex.conj_re]
  have key := congrArg (fun z => (inner ℂ x z).re) row
  simp only [inner_add_right, inner_smul_right, Complex.add_re, Complex.re_ofReal_mul, hn,
    hs] at key
  linarith [coupling_energy_lower_bound hB h]

/-- A single level of energy `a`, as an operator on a one-dimensional space. -/
def level (a : ℝ) : Module.End ℂ ℂ := (a : ℂ) • LinearMap.id

/-- A real coupling `v` between two single levels. -/
def levelCoupling (v : ℝ) : ℂ →L[ℂ] ℂ := (v : ℂ) • ContinuousLinearMap.id ℂ ℂ

/-- Both bounds are attained: for any gap `g > 0` and real coupling `v`, a core level at
`b + g - v² / g` coupled to a valence level at `b` has the eigenvector `(g, v)` with eigenvalue
`b + g`, and the amplitude and energy bounds hold with equality. -/
theorem two_level_sharp (b g v : ℝ) (hg : 0 < g) :
    HasEigenvector (blockHamiltonian (level (b + g - v ^ 2 / g)) (level b) (levelCoupling v))
      ((b + g : ℝ) : ℂ) ((g : ℂ), (v : ℂ)) ∧
    ‖(v : ℂ)‖ = ‖levelCoupling v‖ * ‖(g : ℂ)‖ / g ∧
    ∀ a : ℝ, HasEigenvalue (level (b + g - v ^ 2 / g)) (a : ℂ) →
      |a - (b + g)| = ‖levelCoupling v‖ ^ 2 / g := by
  have hgc : (g : ℂ) ≠ 0 := Complex.ofReal_ne_zero.mpr hg.ne'
  have hnorm : ‖levelCoupling v‖ = |v| := by
    simp [levelCoupling, norm_smul]
  have hadj : ContinuousLinearMap.adjoint (levelCoupling v) = levelCoupling v :=
    ((ContinuousLinearMap.eq_adjoint_iff _ _).mpr fun p q => by
      change inner ℂ ((v : ℂ) • p) q = inner ℂ p ((v : ℂ) • q)
      rw [inner_smul_left, inner_smul_right, Complex.conj_ofReal]).symm
  refine ⟨⟨mem_eigenspace_iff.mpr (Prod.ext ?_ ?_), fun h => hgc (congrArg Prod.fst h)⟩, ?_, ?_⟩
  · change ((b + g - v ^ 2 / g : ℝ) : ℂ) * (g : ℂ) + (v : ℂ) * (v : ℂ)
      = ((b + g : ℝ) : ℂ) * (g : ℂ)
    have hdiv : (v : ℂ) ^ 2 / (g : ℂ) * (g : ℂ) = (v : ℂ) ^ 2 := div_mul_cancel₀ _ hgc
    push_cast
    linear_combination -hdiv
  · change ContinuousLinearMap.adjoint (levelCoupling v) (g : ℂ) + (b : ℂ) * (v : ℂ)
      = ((b + g : ℝ) : ℂ) * (v : ℂ)
    rw [hadj]
    change (v : ℂ) * (g : ℂ) + (b : ℂ) * (v : ℂ) = ((b + g : ℝ) : ℂ) * (v : ℂ)
    push_cast
    ring
  · rw [hnorm, Complex.norm_real, Complex.norm_real, Real.norm_eq_abs, Real.norm_eq_abs,
      abs_of_pos hg, mul_div_cancel_right₀ _ hg.ne']
  · intro a ha
    -- the one-dimensional core block has only one eigenvalue
    obtain ⟨z, hz⟩ := ha.exists_hasEigenvector
    have hmul : ((b + g - v ^ 2 / g : ℝ) : ℂ) * z = (a : ℂ) * z := hz.apply_eq_smul
    have hEq : b + g - v ^ 2 / g = a := Complex.ofReal_injective (mul_right_cancel₀ hz.2 hmul)
    have hshift : a - (b + g) = -(v ^ 2 / g) := by linarith
    rw [hnorm, sq_abs, hshift, abs_neg, abs_of_nonneg (by positivity)]

end

end CoreValenceSeparation
```

```lean
#print axioms CoreValenceSeparation.core_valence_separation
-- 'CoreValenceSeparation.core_valence_separation' depends on axioms: [propext, Classical.choice, Quot.sound]
#print axioms CoreValenceSeparation.valence_weight_le
-- 'CoreValenceSeparation.valence_weight_le' depends on axioms: [propext, Classical.choice, Quot.sound]
#print axioms CoreValenceSeparation.core_energy_le
-- 'CoreValenceSeparation.core_energy_le' depends on axioms: [propext, Classical.choice, Quot.sound]
#print axioms CoreValenceSeparation.two_level_sharp
-- 'CoreValenceSeparation.two_level_sharp' depends on axioms: [propext, Classical.choice, Quot.sound]
```

## Hypotheses and reach of the theorems

`blockHamiltonian A B V` is $H$, with the true adjoint of `V` in the lower left block. `HasEigenvector` says that $(x,y)$ is nonzero and satisfies both rows exactly, so an approximate pair from an iterative solver does not qualify. `A.IsSymmetric` is Hermiticity of the core block, and `hB` is the bound on valence expectation values. Hermiticity of `B` is not required, since `hB` and the real eigenvalue suffice.

`core_valence_separation` states the three main conclusions together. Only its eigenvalue part needs a Hermitian $A$ and a finite-dimensional $E$; the amplitude and weight bounds hold without either.

The theorem supplies one eigenvalue of $A$ near $l$. It does not pair the two spectra one to one, compare $x$ with an eigenvector of $A$, or bound oscillator strengths. The non-Hermitian Bethe-Salpeter problem with resonant-antiresonant coupling does not have this block form.

## How the lemmas divide the work

- `coupling_energy_lower_bound` projects the valence row on `y`, and `linarith` inserts `hB`.
- `valence_amplitude_le` adds Cauchy-Schwarz and treats `y = 0` separately before cancelling a factor $\|y\|$. `core_component_ne_zero` follows from it.
- `exists_eigenvalue_near` is the eigenbasis argument by contradiction; `Finset.sum_lt_sum` supplies the strict inequality from one nonzero component of `x`.
- `core_valence_separation` reads the residual off the core row, and its closing `calc` block produces $\delta$.
- `valence_weight_le` and `core_energy_le` prove the weight bound and the direction.
- `two_level_sharp` checks both rows of the two-level example and shows that its core block has no other eigenvalue.
